# For real y ≥ 0, the power (1 + y)ⁿ is at least its binomial expansion to second order

The declaration states that for every real y ≥ 0 and every natural number n, 1 + ny + n(n − 1)y²/2 ≤ (1 + y)ⁿ. This is an inequality between real numbers, and no physical system or state enters into it. The proof is by induction on n. In the step from k to k + 1 it multiplies the induction hypothesis by 1 + y, which is nonnegative, and notes that the cubic term this produces is nonnegative too. `linarith` is then asked to combine these facts.

As first written in Lean, the proof fails:

```lean
import Mathlib

open scoped InnerProductSpace

namespace SecondOrderLePow

noncomputable section

/-- For `y ≥ 0` the power `(1 + y)^n` dominates its binomial expansion to second order. -/
theorem second_order_le_pow {y : ℝ} (hy : 0 ≤ y) (n : ℕ) :
    1 + n * y + n * (n - 1) / 2 * y ^ 2 ≤ (1 + y) ^ n := by
  induction n with
  | zero => simp
  | succ k ih =>
    have hk : 0 ≤ (k : ℝ) * (k - 1) := by
      rcases Nat.eq_zero_or_pos k with h | h
      · simp [h]
      · have h1 : (1 : ℝ) ≤ k := by exact_mod_cast h
        exact mul_nonneg (by positivity) (by linarith)
    have h3 : 0 ≤ (k : ℝ) * (k - 1) * y ^ 3 := mul_nonneg hk (by positivity)
    have h4 := mul_le_mul_of_nonneg_right ih (by linarith : 0 ≤ 1 + y)
    rw [pow_succ]
    push_cast
    linarith

end

end SecondOrderLePow
```

The compiler's answer:

```
Main.lean:24:4: error: linarith failed to find a contradiction
case succ
y : ℝ
hy : 0 ≤ y
k : ℕ
ih : 1 + ↑k * y + ↑k * (↑k - 1) / 2 * y ^ 2 ≤ (1 + y) ^ k
hk : 0 ≤ ↑k * (↑k - 1)
h3 : 0 ≤ ↑k * (↑k - 1) * y ^ 3
h4 : (1 + ↑k * y + ↑k * (↑k - 1) / 2 * y ^ 2) * (1 + y) ≤ (1 + y) ^ k * (1 + y)
a✝ : (1 + y) ^ (k + 1) < 1 + (↑k + 1) * y + (↑k + 1) * (↑k + 1 - 1) / 2 * (y ^ 1 * y)
⊢ False
failed
```

The error says that `linarith` could not derive a contradiction from the hypotheses and the negated goal, which is listed last before `⊢ False`. That line shows what went wrong: it contains `y ^ 1 * y`, while `(1 + y) ^ (k + 1)` is still intact.

Given without arguments, `pow_succ` fits any power whose exponent can be read as a successor. `rw` settled on `y ^ 2`, reading 2 as 1 + 1, and so rewrote only that term. The bound `h4`, however, is about `(1 + y) ^ k * (1 + y)`. `linarith` did not identify this product with `(1 + y) ^ (k + 1)`, since it does not split a power with a variable exponent, and so `h4` could not be brought to bear on the goal.

Writing `pow_succ (1 + y) k` fixes the base and the exponent, so the rewrite can only act on `(1 + y) ^ (k + 1)`. The goal then contains the same product as `h4`, and the inequality follows linearly from `h4` and half of `h3`.

As a diff, the version that Lean accepts:

```diff
@@ -20,5 +20,5 @@
     have h3 : 0 ≤ (k : ℝ) * (k - 1) * y ^ 3 := mul_nonneg hk (by positivity)
     have h4 := mul_le_mul_of_nonneg_right ih (by linarith : 0 ≤ 1 + y)
-    rw [pow_succ]
+    rw [pow_succ (1 + y) k]
     push_cast
     linarith
```
